# The hydrogenic 1s momentum density 8Z⁵/(π²(Z² + p²)⁴) and its p⁻⁸ tail

An electron in the 1s orbital φ(r) = √(Z³/π) exp(−Zr) of a nucleus with charge Z > 0 has, in atomic units, the momentum density

Π(p) = 8Z⁵ / (π²(Z² + p²)⁴),

where p > 0 is the magnitude of the momentum. This density integrates to one over momentum space, and p⁸Π(p) tends to 8Z²ρ(0)/π, where ρ(0) = φ(0)² = Z³/π is the electron density at the nucleus. I can get this from a table of integrals, but I would like to see it derived from the Fourier integral with every step justified and checked by machine. Can that be done in Lean?

## From the orbital to its momentum density

Yes. Start from the unitary Fourier integral in spherical coordinates about the momentum. The azimuth gives 2π, and c is the cosine of the polar angle:

A(p) = (2π)^(−3/2) ∫₀^∞ 2πr² φ(r) [ ∫₋₁¹ exp(−iprc) dc ] dr.

The inner integral is 2 sin(pr)/(pr), so

A(p) = (2π)^(−3/2) (4π/p) ∫₀^∞ r φ(r) sin(pr) dr.

For the 1s orbital this needs the integral of r exp(−Zr) sin(pr). Write D = Z² + p² and take

F(r) = −exp(−Zr) [ (Zr/D + (Z² − p²)/D²) sin(pr) + (pr/D + 2Zp/D²) cos(pr) ].

In F′(r), the coefficient of exp(−Zr) r sin(pr) is (Z² + p²)/D = 1. The other three coefficients vanish:

- sin(pr): Z(Z² − p²)/D² + 2Zp²/D² − Z/D = 0
- r cos(pr): Zp/D − pZ/D = 0
- cos(pr): 2Z²p/D² − p(Z² − p²)/D² − p/D = 0

Since F tends to 0 at infinity, the integral is −F(0) = 2Zp/D². Therefore

Π(p) = |A(p)|² = (1/(8π³)) (16π²/p²) (Z³/π) (4Z²p²/D⁴) = 8Z⁵/(π²D⁴).

## Normalisation, kinetic energy and tail

With u = 1/D, differentiation with respect to p gives

(p uⁿ)′ = (1 − 2n)uⁿ + 2nZ²uⁿ⁺¹ and (arctan(p/Z))′ = Zu.

Using p² = 1/u − Z², the normalisation integrand is

4πp²Π = (32Z⁵/π)(u³ − Z²u⁴),

and it is the derivative of

(2/π) arctan(p/Z) + (2Z/π)pu + (4Z³/(3π))pu² − (16Z⁵/(3π))pu³.

The terms containing p uⁿ vanish at both ends, and the arctangent rises from 0 to π/2, so the integral is 1.

For the mean of p²/2, the integrand is

2πp⁴Π = (16Z⁵/π)(u² − 2Z²u³ + Z⁴u⁴),

with antiderivative

(Z²/π) arctan(p/Z) + (Z³/π)pu − (14Z⁵/(3π))pu² + (8Z⁷/(3π))pu³.

The mean kinetic energy is therefore (Z²/π)(π/2) = Z²/2.

For the tail,

p⁸Π(p) = (8Z⁵/π²)(p²/D)⁴ = (8Z⁵/π²)(1 − Z²/D)⁴ → 8Z⁵/π² = 8Z²ρ(0)/π.

Take Z = 1 as an example. At p = 1 the sine integral is 2/4 = 1/2, and Π(1) = 8/(16π²) ≈ 0.0507. The tail limit is 8/π² ≈ 0.811. At p = 10, p⁸Π is this limit times (100/101)⁴ ≈ 0.961, or about 0.779.

For this one-electron model with a point nucleus, the p⁻⁸ tail reflects the cusp of the orbital at r = 0; a finite sum of Gaussians centred there has a momentum density that falls faster than any power.

## The complete Lean file

```lean
import Mathlib

open MeasureTheory Set Filter Topology
open scoped Real

namespace HydrogenicMomentumDensity

noncomputable section

/-- The hydrogenic 1s orbital with nuclear charge `Z`, as a function of the radius. -/
def orbital (Z r : ℝ) : ℝ := √(Z ^ 3 / π) * Real.exp (-(Z * r))

/-- The unitary three-dimensional Fourier integral of a spherical orbital, in spherical
coordinates about the momentum; `c` is the cosine of the polar angle. -/
def momentumAmplitude (φ : ℝ → ℝ) (p : ℝ) : ℂ :=
  (((√((2 * π) ^ 3))⁻¹ : ℝ) : ℂ) * ∫ r in Ioi (0 : ℝ), ((2 * π * r ^ 2 * φ r : ℝ) : ℂ) *
    ∫ c in (-1 : ℝ)..1, Complex.exp (-(Complex.I * ((p * r : ℝ) : ℂ)) * (c : ℂ))

/-- The momentum density: the squared modulus of the momentum amplitude. -/
def momentumDensity (φ : ℝ → ℝ) (p : ℝ) : ℝ := ‖momentumAmplitude φ p‖ ^ 2

/-- The integral of a plane wave over the cosine of the polar angle is `2 sin k / k`. -/
theorem planeWave_integral {k : ℝ} (hk : k ≠ 0) :
    ∫ c in (-1 : ℝ)..1, Complex.exp (-(Complex.I * (k : ℂ)) * (c : ℂ))
      = ((2 * Real.sin k / k : ℝ) : ℂ) := by
  have hk' : (k : ℂ) ≠ 0 := Complex.ofReal_ne_zero.mpr hk
  have hc : -(Complex.I * (k : ℂ)) ≠ 0 := neg_ne_zero.mpr (mul_ne_zero Complex.I_ne_zero hk')
  have e1 : -(Complex.I * (k : ℂ)) * ((1 : ℝ) : ℂ) = (-(k : ℂ)) * Complex.I := by
    push_cast; ring
  have e2 : -(Complex.I * (k : ℂ)) * ((-1 : ℝ) : ℂ) = (k : ℂ) * Complex.I := by
    push_cast; ring
  rw [integral_exp_mul_complex hc, e1, e2, Complex.exp_mul_I, Complex.exp_mul_I,
    Complex.cos_neg, Complex.sin_neg]
  push_cast
  rw [div_eq_div_iff hc hk']
  ring

/-- At nonzero momentum the amplitude of a spherical orbital is a radial sine transform. -/
theorem momentumAmplitude_eq_sine (φ : ℝ → ℝ) {p : ℝ} (hp : p ≠ 0) :
    momentumAmplitude φ p = (((√((2 * π) ^ 3))⁻¹ *
      (4 * π / p * ∫ r in Ioi (0 : ℝ), r * φ r * Real.sin (p * r)) : ℝ) : ℂ) := by
  unfold momentumAmplitude
  rw [Complex.ofReal_mul]
  congr 1
  rw [← integral_const_mul (4 * π / p), ← integral_complex_ofReal]
  refine setIntegral_congr_fun measurableSet_Ioi (fun r hr => ?_)
  have hr0 : r ≠ 0 := ne_of_gt hr
  rw [planeWave_integral (mul_ne_zero hp hr0), ← Complex.ofReal_mul]
  congr 1
  field_simp
  ring

/-- The sine transform of `r exp(-Zr)` is `2Zp/(Z² + p²)²`. -/
theorem sine_integral {Z : ℝ} (hZ : 0 < Z) (p : ℝ) :
    ∫ r in Ioi (0 : ℝ), r * Real.exp (-(Z * r)) * Real.sin (p * r)
      = 2 * Z * p / (Z ^ 2 + p ^ 2) ^ 2 := by
  have hD : Z ^ 2 + p ^ 2 ≠ 0 := by positivity
  -- coefficients of the antiderivative
  obtain ⟨a, b, c, d, h1, h2, h3, h4, hd⟩ : ∃ a b c d : ℝ, Z * a + p * c = 1 ∧
      Z * b + p * d = a ∧ Z * c = p * a ∧ Z * d - p * b = c ∧
      d = 2 * Z * p / (Z ^ 2 + p ^ 2) ^ 2 :=
    ⟨Z / (Z ^ 2 + p ^ 2), (Z ^ 2 - p ^ 2) / (Z ^ 2 + p ^ 2) ^ 2, p / (Z ^ 2 + p ^ 2),
      2 * Z * p / (Z ^ 2 + p ^ 2) ^ 2, by field_simp, by (field_simp; ring), by ring,
      by (field_simp; ring), rfl⟩
  have hder : ∀ r ∈ Ici (0 : ℝ), HasDerivAt (fun r => -(Real.exp (-(Z * r)) *
      ((a * r + b) * Real.sin (p * r) + (c * r + d) * Real.cos (p * r))))
      (r * Real.exp (-(Z * r)) * Real.sin (p * r)) r := by
    intro r _
    have he := ((hasDerivAt_id' r).const_mul Z).fun_neg.exp
    have hs := ((hasDerivAt_id' r).const_mul p).sin
    have hc := ((hasDerivAt_id' r).const_mul p).cos
    have l1 := ((hasDerivAt_id' r).const_mul a).add_const b
    have l2 := ((hasDerivAt_id' r).const_mul c).add_const d
    refine (he.fun_mul ((l1.fun_mul hs).fun_add (l2.fun_mul hc))).fun_neg.congr_deriv ?_
    linear_combination Real.exp (-(Z * r)) * (r * Real.sin (p * r) * h1
      + Real.sin (p * r) * h2 + r * Real.cos (p * r) * h3 + Real.cos (p * r) * h4)
  -- the integrand is dominated by a decaying exponential
  have hint : IntegrableOn (fun r => r * Real.exp (-(Z * r)) * Real.sin (p * r))
      (Ioi (0 : ℝ)) := by
    refine Integrable.mono' (Integrable.const_mul
      (exp_neg_integrableOn_Ioi 0 (half_pos hZ)) (2 / Z))
      (Continuous.aestronglyMeasurable (by fun_prop)) ?_
    filter_upwards [ae_restrict_mem measurableSet_Ioi] with r hr
    have hr0 : 0 < r := hr
    have k1 : r ≤ 2 / Z * Real.exp (Z / 2 * r) := by
      rw [div_mul_eq_mul_div, le_div_iff₀ hZ]
      nlinarith [Real.add_one_le_exp (Z / 2 * r)]
    have k2 : Real.exp (Z / 2 * r) * Real.exp (-(Z * r)) = Real.exp (-(Z / 2) * r) := by
      rw [← Real.exp_add]; congr 1; ring
    calc ‖r * Real.exp (-(Z * r)) * Real.sin (p * r)‖
        = r * Real.exp (-(Z * r)) * |Real.sin (p * r)| := by
          rw [Real.norm_eq_abs, abs_mul, abs_of_pos (by positivity)]
      _ ≤ r * Real.exp (-(Z * r)) :=
          mul_le_of_le_one_right (by positivity) (Real.abs_sin_le_one _)
      _ ≤ (2 / Z * Real.exp (Z / 2 * r)) * Real.exp (-(Z * r)) := by gcongr
      _ = 2 / Z * Real.exp (-(Z / 2) * r) := by rw [mul_assoc, k2]
  have key : ∀ g h : ℝ → ℝ, Tendsto g atTop (𝓝 0) → (∀ x, |h x| ≤ 1) →
      Tendsto (fun x => g x * h x) atTop (𝓝 0) := fun g h hg hh =>
    squeeze_zero_norm (a := fun x => |g x|) (fun x => by
      rw [Real.norm_eq_abs, abs_mul]
      exact mul_le_of_le_one_right (abs_nonneg _) (hh x)) (by simpa using hg.abs)
  have t1 : Tendsto (fun r : ℝ => r * Real.exp (-(Z * r))) atTop (𝓝 0) := by
    simpa using tendsto_rpow_mul_exp_neg_mul_atTop_nhds_zero 1 Z hZ
  have t0 : Tendsto (fun r : ℝ => Real.exp (-(Z * r))) atTop (𝓝 0) := by
    simpa using tendsto_rpow_mul_exp_neg_mul_atTop_nhds_zero 0 Z hZ
  have bs : ∀ x, |Real.sin (p * x)| ≤ 1 := fun x => Real.abs_sin_le_one _
  have bc : ∀ x, |Real.cos (p * x)| ≤ 1 := fun x => Real.abs_cos_le_one _
  have hlim : Tendsto (fun r => -(Real.exp (-(Z * r)) *
      ((a * r + b) * Real.sin (p * r) + (c * r + d) * Real.cos (p * r)))) atTop
      (𝓝 (-(a * 0 + b * 0 + c * 0 + d * 0))) :=
    (((((key _ _ t1 bs).const_mul a).add ((key _ _ t0 bs).const_mul b)).add
      ((key _ _ t1 bc).const_mul c)).add ((key _ _ t0 bc).const_mul d)).neg.congr
      (fun r => by ring)
  rw [integral_Ioi_of_hasDerivAt_of_tendsto' hder hint hlim, ← hd]
  simp

/-- The momentum density of the 1s orbital is `8Z⁵/(π²(Z² + p²)⁴)`. -/
theorem momentumDensity_orbital {Z p : ℝ} (hZ : 0 < Z) (hp : 0 < p) :
    momentumDensity (orbital Z) p = 8 * Z ^ 5 / (π ^ 2 * (Z ^ 2 + p ^ 2) ^ 4) := by
  have hI : ∫ r in Ioi (0 : ℝ), r * orbital Z r * Real.sin (p * r)
      = √(Z ^ 3 / π) * (2 * Z * p / (Z ^ 2 + p ^ 2) ^ 2) := by
    rw [← sine_integral hZ p, ← integral_const_mul]
    congr 1
    ext r
    unfold orbital
    ring
  have hD : Z ^ 2 + p ^ 2 ≠ 0 := by positivity
  have hπ : π ≠ 0 := Real.pi_ne_zero
  rw [momentumDensity, momentumAmplitude_eq_sine _ hp.ne', hI, Complex.norm_real,
    Real.norm_eq_abs, sq_abs, mul_pow, inv_pow, Real.sq_sqrt (by positivity), mul_pow,
    mul_pow, mul_pow (√(Z ^ 3 / π)), Real.sq_sqrt (by positivity)]
  field_simp
  ring

/-- Both `1/(Z² + p²)` and `p/(Z² + p²)` vanish at large momentum. -/
theorem tendsto_inverse (Z : ℝ) :
    Tendsto (fun p : ℝ => (Z ^ 2 + p ^ 2)⁻¹) atTop (𝓝 0) ∧
    Tendsto (fun p : ℝ => p * (Z ^ 2 + p ^ 2)⁻¹) atTop (𝓝 0) := by
  constructor
  · exact tendsto_inv_atTop_zero.comp
      (tendsto_atTop_add_const_left atTop (Z ^ 2) (tendsto_pow_atTop two_ne_zero))
  · refine squeeze_zero' ?_ ?_ tendsto_inv_atTop_zero
    · filter_upwards [eventually_gt_atTop (0 : ℝ)] with p hp
      positivity
    · filter_upwards [eventually_gt_atTop (0 : ℝ)] with p hp
      have e : p⁻¹ * (Z ^ 2 + p ^ 2) = p⁻¹ * Z ^ 2 + p := by field_simp
      have h0 : 0 ≤ p⁻¹ * Z ^ 2 := by positivity
      rw [← div_eq_mul_inv, div_le_iff₀ (by positivity), e]
      linarith

/-- A nonnegative combination of inverse powers of `Z² + p²`, arranged as a derivative,
integrates over `p > 0` to its arctangent coefficient times `π/2`. -/
theorem integral_inverse_powers {Z : ℝ} (hZ : 0 < Z) (A B C K : ℝ) (f : ℝ → ℝ)
    (hf0 : ∀ p, 0 ≤ f p)
    (hf : ∀ p, f p = A * (-(Z ^ 2 + p ^ 2)⁻¹ + 2 * Z ^ 2 * (Z ^ 2 + p ^ 2)⁻¹ ^ 2)
      + B * (-3 * (Z ^ 2 + p ^ 2)⁻¹ ^ 2 + 4 * Z ^ 2 * (Z ^ 2 + p ^ 2)⁻¹ ^ 3)
      + C * (-5 * (Z ^ 2 + p ^ 2)⁻¹ ^ 3 + 6 * Z ^ 2 * (Z ^ 2 + p ^ 2)⁻¹ ^ 4)
      + K * (Z * (Z ^ 2 + p ^ 2)⁻¹)) :
    ∫ p in Ioi (0 : ℝ), f p = K * (π / 2) := by
  have hder : ∀ p ∈ Ici (0 : ℝ), HasDerivAt (fun p => A * (p * (Z ^ 2 + p ^ 2)⁻¹)
      + B * (p * (Z ^ 2 + p ^ 2)⁻¹ * (Z ^ 2 + p ^ 2)⁻¹)
      + C * (p * (Z ^ 2 + p ^ 2)⁻¹ * (Z ^ 2 + p ^ 2)⁻¹ * (Z ^ 2 + p ^ 2)⁻¹)
      + K * Real.arctan (p / Z)) (f p) p := by
    intro p _
    have hD : Z ^ 2 + p ^ 2 ≠ 0 := by positivity
    have h : HasDerivAt (fun p : ℝ => Z ^ 2 + p ^ 2) (2 * p) p := by
      simpa using (hasDerivAt_pow 2 p).const_add (Z ^ 2)
    have hu : HasDerivAt (fun p : ℝ => (Z ^ 2 + p ^ 2)⁻¹)
        (-(2 * p) / (Z ^ 2 + p ^ 2) ^ 2) p := h.inv hD
    have ha : HasDerivAt (fun p : ℝ => Real.arctan (p / Z)) (Z * (Z ^ 2 + p ^ 2)⁻¹) p := by
      refine ((hasDerivAt_id' p).div_const Z).arctan.congr_deriv ?_
      have e : 1 + (p / Z) ^ 2 = (Z ^ 2 + p ^ 2) / Z ^ 2 := by field_simp
      rw [e]
      field_simp
    have hv := (hasDerivAt_id' p).fun_mul hu
    refine ((((hv.const_mul A).fun_add ((hv.fun_mul hu).const_mul B)).fun_add
      (((hv.fun_mul hu).fun_mul hu).const_mul C)).fun_add (ha.const_mul K)).congr_deriv ?_
    rw [hf]
    field_simp
    ring
  obtain ⟨hu, hv⟩ := tendsto_inverse Z
  have ha : Tendsto (fun p : ℝ => Real.arctan (p / Z)) atTop (𝓝 (π / 2)) :=
    (Real.tendsto_arctan_atTop.mono_right nhdsWithin_le_nhds).comp
      (tendsto_id.atTop_div_const hZ)
  have hlim := (((hv.const_mul A).add ((hv.mul hu).const_mul B)).add
    (((hv.mul hu).mul hu).const_mul C)).add (ha.const_mul K)
  rw [integral_Ioi_of_hasDerivAt_of_nonneg' hder (fun p _ => hf0 p) hlim]
  simp

/-- The momentum density of the 1s orbital integrates to one over momentum space. -/
theorem momentumDensity_normalized {Z : ℝ} (hZ : 0 < Z) :
    ∫ p in Ioi (0 : ℝ), 4 * π * p ^ 2 * momentumDensity (orbital Z) p = 1 := by
  have hπ : π ≠ 0 := Real.pi_ne_zero
  rw [setIntegral_congr_fun (g := fun p => 4 * π * p ^ 2 *
    (8 * Z ^ 5 / (π ^ 2 * (Z ^ 2 + p ^ 2) ^ 4))) measurableSet_Ioi
    (fun p hp => by beta_reduce; rw [momentumDensity_orbital hZ hp])]
  rw [integral_inverse_powers hZ (2 * Z / π) (4 * Z ^ 3 / (3 * π)) (-(16 * Z ^ 5) / (3 * π))
    (2 / π) _ (fun p => by positivity) (fun p => by
      have hD : Z ^ 2 + p ^ 2 ≠ 0 := by positivity
      field_simp
      ring)]
  field_simp

/-- The mean of `p²/2` in the momentum density of the 1s orbital is `Z²/2`. -/
theorem kinetic_energy {Z : ℝ} (hZ : 0 < Z) :
    ∫ p in Ioi (0 : ℝ), 4 * π * p ^ 2 * (p ^ 2 / 2 * momentumDensity (orbital Z) p)
      = Z ^ 2 / 2 := by
  have hπ : π ≠ 0 := Real.pi_ne_zero
  rw [setIntegral_congr_fun (g := fun p => 4 * π * p ^ 2 * (p ^ 2 / 2 *
    (8 * Z ^ 5 / (π ^ 2 * (Z ^ 2 + p ^ 2) ^ 4)))) measurableSet_Ioi
    (fun p hp => by beta_reduce; rw [momentumDensity_orbital hZ hp])]
  rw [integral_inverse_powers hZ (Z ^ 3 / π) (-(14 * Z ^ 5) / (3 * π)) (8 * Z ^ 7 / (3 * π))
    (Z ^ 2 / π) _ (fun p => by positivity) (fun p => by
      have hD : Z ^ 2 + p ^ 2 ≠ 0 := by positivity
      field_simp
      ring)]
  field_simp

/-- The electron density of the 1s orbital at the nucleus is `Z³/π`, and `p⁸` times its
momentum density tends to `8Z²/π` times that value. -/
theorem momentumDensity_tail {Z : ℝ} (hZ : 0 < Z) :
    orbital Z 0 ^ 2 = Z ^ 3 / π ∧
    Tendsto (fun p => p ^ 8 * momentumDensity (orbital Z) p) atTop
      (𝓝 (8 * Z ^ 2 * orbital Z 0 ^ 2 / π)) := by
  have hπ : π ≠ 0 := Real.pi_ne_zero
  have h0 : orbital Z 0 ^ 2 = Z ^ 3 / π := by
    rw [orbital, mul_zero, neg_zero, Real.exp_zero, mul_one, Real.sq_sqrt (by positivity)]
  refine ⟨h0, ?_⟩
  have hlim := ((((tendsto_inverse Z).1.const_mul (Z ^ 2)).const_sub 1).pow 4).const_mul
    (8 * Z ^ 5 / π ^ 2)
  have e : 8 * Z ^ 2 * orbital Z 0 ^ 2 / π = 8 * Z ^ 5 / π ^ 2 * (1 - Z ^ 2 * 0) ^ 4 := by
    rw [h0, mul_zero, sub_zero, one_pow, mul_one]
    field_simp
  rw [e]
  refine hlim.congr' ?_
  filter_upwards [eventually_gt_atTop (0 : ℝ)] with p hp
  have hD : Z ^ 2 + p ^ 2 ≠ 0 := by positivity
  -- the ratio p²/(Z² + p²) carries the whole momentum dependence
  have e2 : 1 - Z ^ 2 * (Z ^ 2 + p ^ 2)⁻¹ = p ^ 2 * (Z ^ 2 + p ^ 2)⁻¹ := by
    field_simp <;> ring
  rw [momentumDensity_orbital hZ hp, e2]
  field_simp

end

end HydrogenicMomentumDensity
```

```lean
#print axioms HydrogenicMomentumDensity.momentumDensity_normalized
#print axioms HydrogenicMomentumDensity.kinetic_energy
#print axioms HydrogenicMomentumDensity.momentumDensity_tail
```

```
'HydrogenicMomentumDensity.momentumDensity_normalized' depends on axioms: [propext, Classical.choice, Quot.sound]
'HydrogenicMomentumDensity.kinetic_energy' depends on axioms: [propext, Classical.choice, Quot.sound]
'HydrogenicMomentumDensity.momentumDensity_tail' depends on axioms: [propext, Classical.choice, Quot.sound]
```

## What the definitions and theorems say

`orbital Z r` is the 1s function of the radius. `momentumAmplitude φ p` is A(p) for a radial function φ, with the polar integral still explicit, and `momentumDensity` is its squared modulus. The closed form is thus a theorem and not a definition. The convention is ħ = 1 with prefactor (2π)^(−3/2), and Π is a density per unit volume of momentum space, hence the weight 4πp² in the integrals over `Ioi 0`, the half-line p > 0.

`momentumDensity_orbital` states the closed form for positive Z and p. `momentumDensity_normalized` and `kinetic_energy` give the values 1 and Z²/2. `momentumDensity_tail` states both ρ(0) = Z³/π and the limit, where `atTop` means p → ∞.

The orbital is given, not obtained from the Schrödinger equation. The reduction of the three-dimensional Fourier integral to spherical coordinates is part of the definition, and the kinetic energy is the momentum-space mean, without a link to the Laplacian. Excited states, many-electron atoms, relativity and finite nuclear size are not treated.

## How the proofs follow the calculation

`planeWave_integral` evaluates the polar integral through Euler's formula, and `momentumAmplitude_eq_sine` inserts it under the radial integral for any real radial function.

`sine_integral` names the four coefficients in F `a`, `b`, `c` and `d`. The equations `h1` to `h4` are the four coefficient conditions above, and `linear_combination` assembles them into the derivative of F. Integrability follows from r ≤ (2/Z) exp(Zr/2), which bounds the integrand by (2/Z) exp(−Zr/2). The helper `key` shows that a function tending to zero still does so after multiplication by a bounded sine or cosine. The fundamental theorem of calculus on the half-line then gives −F(0).

`momentumDensity_orbital` inserts this value and squares the prefactors. `tendsto_inverse` supplies the decay of u and pu at large p. `integral_inverse_powers` treats both momentum integrals at once: `A`, `B` and `C` multiply the derivatives of pu, pu² and pu³, `K` multiplies that of the arctangent, and the result is Kπ/2. Because the integrand is nonnegative, the version of the fundamental theorem used here needs no separate integrability proof. The normalisation and kinetic-energy theorems replace Π by its closed form for p > 0 and supply the coefficients listed above; `field_simp` and `ring` verify the match.

`momentumDensity_tail` takes the limit of (1 − Z²u)⁴ and identifies it with p⁸Π, up to the constant 8Z⁵/π², for all positive p.
